# Complex 2×2 matrices with determinant 1 give real Lorentz matrices with L₀₀ ≥ 1, and products go to products

## Does taking the real part lose anything when I compose boosts?

To boost a momentum in a calculation that already carries right-handed two-component (Weyl) spinors, I take the $2\times2$ matrix $A$ that acts on the spinors and build a $4\times4$ matrix from it,
$$L(A)_{mn}=\tfrac12\operatorname{tr}(\sigma_m A\sigma_n A^\dagger),$$
where $\sigma_0=I$ and $\sigma_1,\sigma_2,\sigma_3$ are the Pauli matrices. I then store only the real part and apply it to $(E,\mathbf p)$.

For a single boost $A$ is Hermitian and I am not worried. But a boost along $z$ followed by one along $x$ gives a product that is not Hermitian. Is the trace still real, or am I throwing something away? Is the result still a Lorentz transformation that keeps the direction of time? And do the $4\times4$ matrices multiply in the same order as the $2\times2$ ones?

## The trace is real for every A, and determinant 1 fixes the scale

The real part loses nothing, whether or not $A$ is Hermitian, and the order of multiplication is kept. The condition $\det A=1$ is needed only for the scale: multiplying $A$ by a real number $r$ multiplies $L(A)$ by $r^2$, so without a condition on the determinant a boost could carry a dilation with it.

**Reality.** The $\sigma_m$ are Hermitian. Complex conjugation of a trace is the trace of the adjoint, and the trace is cyclic, so
$$\overline{\operatorname{tr}(\sigma_mA\sigma_nA^\dagger)}=\operatorname{tr}(A\sigma_nA^\dagger\sigma_m)=\operatorname{tr}(\sigma_mA\sigma_nA^\dagger).$$

**Action on four-vectors.** For $M=\begin{pmatrix}a&b\\c&d\end{pmatrix}$ the traces $\operatorname{tr}(\sigma_mM)$ are $a+d$, $b+c$, $i(b-c)$ and $a-d$. Inserting them gives back all four entries of $M$:
$$\sum_m\tfrac12\operatorname{tr}(\sigma_mM)\,\sigma_m=M.$$
With $M=A\sigma_nA^\dagger$ this reads $A\sigma_nA^\dagger=\sum_mL(A)_{mn}\sigma_m$. Represent a real four-vector $x$ by $X(x)=\sum_m x_m\sigma_m$. Multiplying by $x_n$ and summing over $n$ yields
$$A\,X(x)\,A^\dagger=X(L(A)x).$$

**Metric.** Let $g=\operatorname{diag}(1,-1,-1,-1)$ and $x\cdot y=x^Tgy$. Then
$$\det X(x)=(x_0+x_3)(x_0-x_3)-(x_1-ix_2)(x_1+ix_2)=x\cdot x.$$
Taking determinants in the previous equation gives $(Lx)\cdot(Lx)=|\det A|^2\,x\cdot x$, with $L=L(A)$. Since $x\cdot y=\tfrac12[(x+y)\cdot(x+y)-x\cdot x-y\cdot y]$, the same factor appears in $(Lx)\cdot(Ly)=|\det A|^2\,x\cdot y$. For unit vectors $x=e_m$, $y=e_n$ this is the $mn$ entry of
$$L^TgL=|\det A|^2g,$$
which is $g$ when $\det A=1$.

**Direction of time.** Now let $a,b,c,d$ be the entries of $A$. Then
$$L_{00}=\tfrac12\left(|a|^2+|b|^2+|c|^2+|d|^2\right)\ge|a||d|+|b||c|\ge|ad-bc|=|\det A|.$$
The first inequality is $(|a|-|d|)^2+(|b|-|c|)^2\ge0$, the second is the triangle inequality. For $\det A=1$ we get $L_{00}\ge1$, and the direction of time is kept: $X(x)$ is positive definite exactly when $x\cdot x>0$ and $x_0>0$, and then $A\,X(x)\,A^\dagger=X(Lx)$ is positive definite too.

**Composition.** For two matrices $A$ and $B$,
$$X(L(AB)x)=A\,\bigl(B\,X(x)\,B^\dagger\bigr)A^\dagger=A\,X(L(B)x)\,A^\dagger=X(L(A)L(B)x).$$
The diagonal of $X(x)$ determines $x_0$ and $x_3$, and the lower left entry $x_1+ix_2$ determines the other two components. So $L(AB)x=L(A)L(B)x$ for every $x$, hence $L(AB)=L(A)L(B)$. In your example, the $z$ boost stands on the right in both products.

**The familiar boost.** For $A=\operatorname{diag}(p,q)$ with real $p,q$, the traces give $L_{00}=L_{33}=\tfrac12(p^2+q^2)$, $L_{03}=L_{30}=\tfrac12(p^2-q^2)$ and $L_{11}=L_{22}=pq$, with all other entries zero. Setting $p=e^{\eta/2}$, $q=e^{-\eta/2}$ turns these into $\cosh\eta$, $\sinh\eta$ and $1$. This is the boost of rapidity $\eta$ that sends a particle at rest towards positive $z$ when $\eta>0$.

### How the Lean statement reads

The main theorem, `sl2c_lorentz`, takes a complex $2\times2$ matrix `A` with `A.det = 1`. It states that the traces are real, that $L^TgL=g$, that $L_{00}\ge1$, and that $L(AB)=L(A)L(B)$ for every complex $2\times2$ matrix $B$, with no condition on $\det B$.

- `pauli` holds all four matrices, including the identity at index 0, and `Aᴴ` is $A^\dagger$.
- `traceFormula A m n` is the complex number $\tfrac12\operatorname{tr}(\sigma_mA\sigma_nA^\dagger)$. `lorentz A` is the matrix of its real parts, exactly what your code stores. Reality is therefore a statement to prove: the real entry, read as a complex number, equals the full trace expression.
- `lorentz` is defined for every `A`, so the name alone does not promise a Lorentz transformation.
- `metric` is $g$, `mink x y` is $x\cdot y$, and `fourMatrix x` is $X(x)$.

Indices run from 0 to 3 and are all written low. In textbook notation $x_m$ here is the contravariant component $x^m$, and $L_{mn}$ is the mixed $\Lambda^m{}_n$. Units have $c=1$.

Two further theorems concern the metric and the boost. `preserves_metric_iff` says that $L(A)$ preserves $g$ exactly when $|\det A|=1$, and `lorentz_boost` is the $z$ boost above.

These statements give a map from SL(2,ℂ) into the Lorentz matrices with $L_{00}\ge1$. They are weaker than the well-known double cover: they do not say that $\det L(A)=+1$, that every proper Lorentz matrix with $L_{00}\ge1$ is reached, or that only $A$ and $-A$ share an image. The physical identification is also yours to supply: that $x$ holds the energy and momentum measured in an inertial frame, and that $L(A)x$ describes the boosted particle.

In relativistic quantum mechanics, the relation $AX(x)A^\dagger=X(L(A)x)$ makes the four numbers $\tfrac12\psi^\dagger\sigma_m\psi$ of a right-handed Weyl spinor transform by $L(A)$ when $\psi\mapsto A\psi$, here for a single constant spinor and not a field. A left-handed spinor transforms with $(A^\dagger)^{-1}$ instead. For a single boost this is $A^{-1}$, so putting the left-handed matrix into the trace formula would boost the momentum in the opposite direction.

```lean
import Mathlib

open Matrix

namespace SpinorLorentz

noncomputable section

/-- The four matrices `σ₀ = I, σ₁, σ₂, σ₃`. -/
def pauli : Fin 4 → Matrix (Fin 2) (Fin 2) ℂ :=
  ![!![1, 0; 0, 1], !![0, 1; 1, 0], !![0, -Complex.I; Complex.I, 0], !![1, 0; 0, -1]]

/-- The complex numbers `½ tr(σ_m A σ_n A†)`. -/
def traceFormula (A : Matrix (Fin 2) (Fin 2) ℂ) (m n : Fin 4) : ℂ :=
  1 / 2 * trace (pauli m * A * pauli n * Aᴴ)

/-- The real 4×4 matrix `L(A)` formed by the real parts of `½ tr(σ_m A σ_n A†)`. -/
def lorentz (A : Matrix (Fin 2) (Fin 2) ℂ) : Matrix (Fin 4) (Fin 4) ℝ :=
  Matrix.of fun m n => (traceFormula A m n).re

/-- The Minkowski metric `g = diag(1, -1, -1, -1)`. -/
def metric : Matrix (Fin 4) (Fin 4) ℝ := diagonal ![1, -1, -1, -1]

/-- The Minkowski product of two four-vectors. -/
def mink (x y : Fin 4 → ℝ) : ℝ := x 0 * y 0 - x 1 * y 1 - x 2 * y 2 - x 3 * y 3

/-- The 2×2 matrix `X(x) = ∑ x_m σ_m` of a real four-vector. -/
def fourMatrix (x : Fin 4 → ℝ) : Matrix (Fin 2) (Fin 2) ℂ := ∑ m, (x m : ℂ) • pauli m

/-- The numbers `½ tr(σ_m A σ_n A†)` are real: they equal the entries of `L(A)`. -/
theorem lorentz_real (A : Matrix (Fin 2) (Fin 2) ℂ) (m n : Fin 4) :
    (lorentz A m n : ℂ) = traceFormula A m n := by
  have hσ : ∀ k, (pauli k)ᴴ = pauli k := by
    intro k
    ext i j
    fin_cases k <;> fin_cases i <;> fin_cases j <;> simp [pauli]
  -- conjugation reverses the product, and the trace is cyclic
  have h : star (trace (pauli m * A * pauli n * Aᴴ)) = trace (pauli m * A * pauli n * Aᴴ) := by
    rw [← Matrix.trace_conjTranspose]
    simp only [conjTranspose_mul, conjTranspose_conjTranspose, hσ]
    rw [show A * (pauli n * (Aᴴ * pauli m)) = (A * pauli n * Aᴴ) * pauli m by
      simp only [Matrix.mul_assoc], Matrix.trace_mul_comm]
    simp only [Matrix.mul_assoc]
  have h' : (starRingEnd ℂ) (trace (pauli m * A * pauli n * Aᴴ))
      = trace (pauli m * A * pauli n * Aᴴ) := h
  refine Complex.conj_eq_iff_re.mp ?_
  unfold traceFormula
  rw [map_mul, h']
  congr 1
  have h2 : ((1 / 2 : ℝ) : ℂ) = 1 / 2 := by norm_num
  rw [← h2, Complex.conj_ofReal]

/-- Completeness: every complex 2×2 matrix is `M = ∑ ½ tr(σ_m M) σ_m`. -/
theorem pauli_complete (M : Matrix (Fin 2) (Fin 2) ℂ) :
    ∑ m, (1 / 2 * trace (pauli m * M)) • pauli m = M := by
  ext i j
  fin_cases i <;> fin_cases j <;>
    simp [pauli, Fin.sum_univ_four, trace_fin_two, Matrix.mul_apply] <;>
    ring_nf <;> simp only [Complex.I_sq] <;> ring

/-- The spinor matrix `A` acts on four-vectors through `L(A)`: `A X(x) A† = X(L(A) x)`. -/
theorem covariance (A : Matrix (Fin 2) (Fin 2) ℂ) (x : Fin 4 → ℝ) :
    A * fourMatrix x * Aᴴ = fourMatrix (lorentz A *ᵥ x) := by
  have action : ∀ n, A * pauli n * Aᴴ = ∑ m, (lorentz A m n : ℂ) • pauli m := by
    intro n
    rw [← pauli_complete (A * pauli n * Aᴴ)]
    refine Finset.sum_congr rfl fun m _ => ?_
    rw [lorentz_real, traceFormula]
    simp only [Matrix.mul_assoc]
  simp only [fourMatrix, Finset.mul_sum, Finset.sum_mul, mul_smul_comm, smul_mul_assoc,
    action, Finset.smul_sum]
  rw [Finset.sum_comm]
  refine Finset.sum_congr rfl fun m _ => ?_
  simp only [Matrix.mulVec, dotProduct, Complex.ofReal_sum, Complex.ofReal_mul,
    Finset.sum_smul, smul_smul]
  exact Finset.sum_congr rfl fun n _ => by rw [mul_comm]

/-- The determinant of `X(x)` is the Minkowski square of `x`. -/
theorem det_fourMatrix (x : Fin 4 → ℝ) : (fourMatrix x).det = (mink x x : ℂ) := by
  have h : fourMatrix x = !![(x 0 : ℂ) + x 3, x 1 - Complex.I * x 2;
      x 1 + Complex.I * x 2, x 0 - x 3] := by
    ext i j
    fin_cases i <;> fin_cases j <;> simp [fourMatrix, pauli, Fin.sum_univ_four] <;> ring
  rw [h, det_fin_two_of]
  simp only [mink]
  push_cast
  linear_combination (x 2 : ℂ) ^ 2 * Complex.I_sq

/-- For every complex 2×2 matrix `A`, `L(A)ᵀ g L(A) = |det A|² g`. -/
theorem lorentz_metric (A : Matrix (Fin 2) (Fin 2) ℂ) :
    (lorentz A)ᵀ * metric * lorentz A = Complex.normSq A.det • metric := by
  have sq : ∀ x, mink (lorentz A *ᵥ x) (lorentz A *ᵥ x)
      = Complex.normSq A.det * mink x x := by
    intro x
    have h : ((mink (lorentz A *ᵥ x) (lorentz A *ᵥ x) : ℝ) : ℂ)
        = ((Complex.normSq A.det * mink x x : ℝ) : ℂ) := by
      rw [Complex.ofReal_mul, ← det_fourMatrix, ← det_fourMatrix, ← covariance, det_mul,
        det_mul, det_conjTranspose, ← Complex.mul_conj, ← starRingEnd_apply]
      ring
    exact_mod_cast h
  -- polarization: from squares to products
  have pol : ∀ x y, mink (lorentz A *ᵥ x) (lorentz A *ᵥ y)
      = Complex.normSq A.det * mink x y := by
    intro x y
    have h1 := sq (x + y)
    have h2 := sq x
    have h3 := sq y
    rw [Matrix.mulVec_add] at h1
    simp only [mink, Pi.add_apply] at h1 h2 h3 ⊢
    linear_combination (h1 - h2 - h3) / 2
  ext m n
  have h := pol (Pi.single m 1) (Pi.single n 1)
  rw [Matrix.mulVec_single_one, Matrix.mulVec_single_one] at h
  have hl : ((lorentz A)ᵀ * metric * lorentz A) m n
      = mink ((lorentz A).col m) ((lorentz A).col n) := by
    rw [Matrix.mul_apply]
    simp [metric, Matrix.mul_diagonal, Fin.sum_univ_four, mink]
    ring
  rw [hl, h]
  clear h hl
  fin_cases m <;> fin_cases n <;> simp [mink, metric]

/-- For every complex 2×2 matrix `A`, the time-time entry of `L(A)` is at least `|det A|`. -/
theorem norm_det_le (A : Matrix (Fin 2) (Fin 2) ℂ) : ‖A.det‖ ≤ lorentz A 0 0 := by
  have h : lorentz A 0 0
      = (‖A 0 0‖ ^ 2 + ‖A 0 1‖ ^ 2 + ‖A 1 0‖ ^ 2 + ‖A 1 1‖ ^ 2) / 2 := by
    simp only [Complex.sq_norm, Complex.normSq_apply]
    simp [lorentz, traceFormula, pauli, trace_fin_two, Matrix.mul_apply]
    ring
  have ht := norm_sub_le (A 0 0 * A 1 1) (A 0 1 * A 1 0)
  rw [norm_mul, norm_mul] at ht
  rw [h, det_fin_two]
  nlinarith [sq_nonneg (‖A 0 0‖ - ‖A 1 1‖), sq_nonneg (‖A 0 1‖ - ‖A 1 0‖)]

/-- Composition of spinor maps is composition of four-vector maps: `L(AB) = L(A) L(B)`. -/
theorem lorentz_mul (A B : Matrix (Fin 2) (Fin 2) ℂ) :
    lorentz (A * B) = lorentz A * lorentz B := by
  -- the coordinates of a four-vector are recovered from its matrix
  have inj : ∀ x y, fourMatrix x = fourMatrix y → x = y := by
    intro x y h
    have h00 := congrArg Complex.re (congrFun (congrFun h 0) 0)
    have h11 := congrArg Complex.re (congrFun (congrFun h 1) 1)
    have h10 := congrFun (congrFun h 1) 0
    have hr := congrArg Complex.re h10
    have hi := congrArg Complex.im h10
    simp [fourMatrix, pauli, Fin.sum_univ_four] at h00 h11 hr hi
    ext i
    fin_cases i <;> simp <;> linarith
  ext m n
  have h : lorentz (A * B) *ᵥ Pi.single n 1 = (lorentz A * lorentz B) *ᵥ Pi.single n 1 := by
    apply inj
    rw [← Matrix.mulVec_mulVec, ← covariance, ← covariance, ← covariance, conjTranspose_mul]
    simp only [Matrix.mul_assoc]
  rw [Matrix.mulVec_single_one, Matrix.mulVec_single_one] at h
  exact congrFun h m

/-- For `det A = 1` the numbers `½ tr(σ_m A σ_n A†)` form a real matrix `L(A)` that preserves
the Minkowski metric, has `L₀₀ ≥ 1`, and satisfies `L(AB) = L(A) L(B)` for every `B`. -/
theorem sl2c_lorentz (A : Matrix (Fin 2) (Fin 2) ℂ) (hA : A.det = 1) :
    (∀ m n, (lorentz A m n : ℂ) = 1 / 2 * trace (pauli m * A * pauli n * Aᴴ)) ∧
    (lorentz A)ᵀ * metric * lorentz A = metric ∧
    1 ≤ lorentz A 0 0 ∧
    ∀ B, lorentz (A * B) = lorentz A * lorentz B := by
  refine ⟨lorentz_real A, ?_, ?_, lorentz_mul A⟩
  · rw [lorentz_metric, hA, map_one, one_smul]
  · have h := norm_det_le A
    rwa [hA, norm_one] at h

/-- `L(A)` preserves the Minkowski metric exactly when `det A` is a pure phase. -/
theorem preserves_metric_iff (A : Matrix (Fin 2) (Fin 2) ℂ) :
    (lorentz A)ᵀ * metric * lorentz A = metric ↔ ‖A.det‖ = 1 := by
  rw [lorentz_metric, Complex.normSq_eq_norm_sq]
  constructor
  · intro h
    have h0 := congrFun (congrFun h 0) 0
    rw [Matrix.smul_apply, show metric 0 0 = 1 by simp [metric], smul_eq_mul, mul_one] at h0
    exact (pow_eq_one_iff_of_nonneg (norm_nonneg _) two_ne_zero).mp h0
  · intro h
    rw [h, one_pow, one_smul]

/-- The matrix `diag(e^{η/2}, e^{-η/2})` gives the boost of rapidity `η` along the z axis. -/
theorem lorentz_boost (η : ℝ) :
    lorentz !![(Real.exp (η / 2) : ℂ), 0; 0, (Real.exp (-(η / 2)) : ℂ)] =
      !![Real.cosh η, 0, 0, Real.sinh η; 0, 1, 0, 0; 0, 0, 1, 0;
        Real.sinh η, 0, 0, Real.cosh η] := by
  have key : ∀ p q : ℝ, lorentz !![(p : ℂ), 0; 0, (q : ℂ)] =
      !![(p * p + q * q) / 2, 0, 0, (p * p - q * q) / 2; 0, p * q, 0, 0; 0, 0, p * q, 0;
        (p * p - q * q) / 2, 0, 0, (p * p + q * q) / 2] := by
    intro p q
    ext i j
    fin_cases i <;> fin_cases j <;>
      simp [lorentz, traceFormula, pauli, trace_fin_two, Matrix.mul_apply] <;> ring
  have h1 : Real.exp (η / 2) * Real.exp (η / 2) = Real.exp η := by
    rw [← Real.exp_add]; congr 1; ring
  have h2 : Real.exp (-(η / 2)) * Real.exp (-(η / 2)) = Real.exp (-η) := by
    rw [← Real.exp_add]; congr 1; ring
  have h3 : Real.exp (η / 2) * Real.exp (-(η / 2)) = 1 := by
    rw [← Real.exp_add, add_neg_cancel, Real.exp_zero]
  rw [key, h1, h2, h3, Real.cosh_eq, Real.sinh_eq]

end

end SpinorLorentz
```

```lean
#print axioms SpinorLorentz.lorentz_real
#print axioms SpinorLorentz.sl2c_lorentz
#print axioms SpinorLorentz.preserves_metric_iff
#print axioms SpinorLorentz.lorentz_boost
```

```
'SpinorLorentz.lorentz_real' depends on axioms: [propext, Classical.choice, Quot.sound]
'SpinorLorentz.sl2c_lorentz' depends on axioms: [propext, Classical.choice, Quot.sound]
'SpinorLorentz.preserves_metric_iff' depends on axioms: [propext, Classical.choice, Quot.sound]
'SpinorLorentz.lorentz_boost' depends on axioms: [propext, Classical.choice, Quot.sound]
```

### From the traces to the theorem, lemma by lemma

`lorentz_real` first checks entry by entry that the $\sigma_m$ are Hermitian. It then conjugates the trace with `Matrix.trace_conjTranspose` and rotates the factors back with `Matrix.trace_mul_comm`. A complex number equal to its conjugate equals its real part, which is `Complex.conj_eq_iff_re`.

`pauli_complete` verifies the expansion of $M$ in its four entries, using $i^2=-1$. In `covariance`, the local fact `action` is the expansion of $A\sigma_nA^\dagger$; the rest is linearity and an exchange of the sums over $m$ and $n$ by `Finset.sum_comm`.

`det_fourMatrix` writes out $X(x)$ and takes its determinant. `lorentz_metric` then has the same three stages as the derivation: `sq` is the statement for squares, `pol` is polarization, and unit vectors `Pi.single m 1` pick out the matrix entries. The combination `(h1 - h2 - h3) / 2` is the polarization identity itself.

In `norm_det_le`, `h` is the formula for $L_{00}$ and `ht` is the triangle inequality. The two squares handed to `nlinarith` are those in the estimate above.

`lorentz_mul` proves that $X$ is injective (`inj`), uses `covariance` three times, and compares the two sides column by column. `sl2c_lorentz` puts $\det A=1$ into the general results. For `preserves_metric_iff`, the time-time entry of $|\det A|^2g=g$ gives $|\det A|^2=1$, and the converse is substitution. `lorentz_boost` computes $L$ for a real diagonal matrix (`key`) and then inserts the exponentials.

### A matrix that shrinks four-vectors

Take $A=\tfrac12I$, with determinant $\tfrac14$. Then $L(A)=\tfrac14I$, so $L^TgL=\tfrac1{16}g$ and $L_{00}=\tfrac14$. Both the metric condition and the time bound fail, so neither holds without some restriction on $|\det A|$. The phase of the determinant is harmless: $A=iI$ has determinant $-1$ and gives $L(A)=I$. Reality and multiplicativity need no condition on the determinant.

### Starting from the action on Hermitian matrices

A different definition would take $L(A)$ to be the matrix of the real-linear map $X\mapsto AXA^\dagger$ on Hermitian $2\times2$ matrices, in the basis $\sigma_0,\dots,\sigma_3$. Reality would then be built in, and multiplicativity would follow from composing maps. The trace formula would become the thing to prove. Starting from the traces keeps the definition equal to what you compute, and leaves the action on four-vectors as a theorem.
